# The inverse square root of a positive definite matrix squares to the matrix's inverse

The theorem says that if a finite complex matrix `A` is positive semidefinite with nonzero determinant, then A^(-1/2) A^(-1/2) A = 1, where A^(-1/2) is built from the eigenvectors of `A` and the reciprocal square roots of its eigenvalues. The overlap matrix of finitely many linearly independent orbitals is one such matrix, and the orbitals need not be normalised. The proof diagonalises `A` by a unitary matrix, cancels the inner unitary factors, and is left with a product of diagonal matrices. The nonzero determinant makes every eigenvalue λ strictly positive, so each diagonal entry comes down to the real identity (√λ)⁻¹ (√λ)⁻¹ λ = 1, which must then be carried over to the complex numbers.

As first written in Lean, the proof fails:

```lean
import Mathlib

open Matrix
open scoped ComplexOrder

namespace InvSqrtMulSelfMul

noncomputable section

variable {m : Type*} [Fintype m] [DecidableEq m] {n : ℕ}

/-- The inverse square root of a Hermitian matrix with positive eigenvalues, formed from its
eigenvectors and the reciprocal square roots of its eigenvalues. -/
def invSqrt {A : Matrix (Fin n) (Fin n) ℂ} (hA : A.IsHermitian) : Matrix (Fin n) (Fin n) ℂ :=
  (hA.eigenvectorUnitary : Matrix (Fin n) (Fin n) ℂ) *
    diagonal (fun i => (((√(hA.eigenvalues i))⁻¹ : ℝ) : ℂ)) *
    (hA.eigenvectorUnitary : Matrix (Fin n) (Fin n) ℂ)ᴴ

/-- For a positive semidefinite matrix `A` with nonzero determinant,
`A^(-1/2) A^(-1/2) A = 1`. -/
theorem invSqrt_mul_self_mul {A : Matrix (Fin n) (Fin n) ℂ} (hA : A.PosSemidef)
    (hdet : A.det ≠ 0) : invSqrt hA.isHermitian * invSqrt hA.isHermitian * A = 1 := by
  have key : ∀ U E D : Matrix (Fin n) (Fin n) ℂ, Uᴴ * U = 1 → U * Uᴴ = 1 → E * E * D = 1 →
      (U * E * Uᴴ) * (U * E * Uᴴ) * (U * D * Uᴴ) = 1 := by
    intro U E D hU hU' hE
    calc (U * E * Uᴴ) * (U * E * Uᴴ) * (U * D * Uᴴ)
        = U * (E * (Uᴴ * U) * E * (Uᴴ * U) * D) * Uᴴ := by simp only [Matrix.mul_assoc]
      _ = 1 := by simp only [hU, Matrix.mul_one, hE, hU']
  -- a nonzero determinant excludes zero eigenvalues
  have hpos : ∀ i, 0 < hA.isHermitian.eigenvalues i := by
    intro i
    refine lt_of_le_of_ne (hA.eigenvalues_nonneg i) fun h0 => hdet ?_
    rw [hA.isHermitian.det_eq_prod_eigenvalues]
    exact Finset.prod_eq_zero (Finset.mem_univ i) (by rw [← h0]; simp)
  have hs := hA.isHermitian.spectral_theorem
  rw [Unitary.conjStarAlgAut_apply] at hs
  refine (congrArg (fun X => invSqrt hA.isHermitian * invSqrt hA.isHermitian * X) hs).trans
    (key _ _ _ (mem_unitaryGroup_iff'.mp hA.isHermitian.eigenvectorUnitary.2)
      (mem_unitaryGroup_iff.mp hA.isHermitian.eigenvectorUnitary.2) ?_)
  rw [diagonal_mul_diagonal, diagonal_mul_diagonal, ← diagonal_one]
  congr 1
  funext i
  have hr : (√(hA.isHermitian.eigenvalues i))⁻¹ * (√(hA.isHermitian.eigenvalues i))⁻¹ *
      hA.isHermitian.eigenvalues i = 1 := by
    rw [← mul_inv, Real.mul_self_sqrt (hpos i).le, inv_mul_cancel₀ (hpos i).ne']
  exact_mod_cast hr

end

end InvSqrtMulSelfMul
```

The compiler's answer:

```
Main.lean:46:2: error: mod_cast has type
  (√(⋯.eigenvalues i))⁻¹ * (√(⋯.eigenvalues i))⁻¹ * ⋯.eigenvalues i = 1
but is expected to have type
  ↑((√(⋯.eigenvalues i))⁻¹ * (√(⋯.eigenvalues i))⁻¹) * (RCLike.ofReal ∘ ⋯.eigenvalues) i = 1
```

What went wrong. The one error is at the last step, where `exact_mod_cast hr` has to turn the real identity `hr` into the complex goal. In the goal the third factor is `(RCLike.ofReal ∘ ⋯.eigenvalues) i`, a composed function applied to `i`, which is the form in which the spectral theorem gives the diagonal. `exact_mod_cast` gathered the first two factors under a single cast, but it did not see the composition as a cast of `⋯.eigenvalues i`, so it could not bring the whole product back to the real numbers and match it with `hr`.

The repair works from the other side. `congrArg` applies the cast from ℝ to ℂ to both sides of `hr`, and `simp only` with `Complex.ofReal_mul` and `Complex.ofReal_one` spreads it over the factors and removes it from the 1. The result `hc` has the same three factors as the goal before `exact_mod_cast` regrouped them, except that the third is written as a plain cast. That difference is only one of definition, and `exact hc` accepts it by unfolding the composition and `RCLike.ofReal`.

Lean accepts the file once it reads:

```diff
@@ -44,5 +44,7 @@
       hA.isHermitian.eigenvalues i = 1 := by
     rw [← mul_inv, Real.mul_self_sqrt (hpos i).le, inv_mul_cancel₀ (hpos i).ne']
-  exact_mod_cast hr
+  have hc := congrArg (fun x : ℝ => (x : ℂ)) hr
+  simp only [Complex.ofReal_mul, Complex.ofReal_one] at hc
+  exact hc
 
 end
```
